# The velocity signs at a band's Fermi points sum to half the change in sign(E − μ), if no Fermi velocity vanishes

The theorem `spectral_flow` concerns a single continuous band E(k) on the real line, with nonzero slope wherever it meets the Fermi level μ. Let a < b be momenta with E(a) and E(b) both different from μ, and let the crossings between them form a finite set `Z`. Then twice the sum of the signs of E′(k) over `Z` equals sign(E(b) − μ) − sign(E(a) − μ), so upward and downward crossings differ in number by at most one. The proof is by induction on `Z`, adding the largest crossing last: it applies the induction hypothesis up to a point `c` just left of that crossing, and uses the slope there to find the change of sign across it.

As first written in Lean, the proof fails:

```lean
import Mathlib

open Set Filter Topology

namespace SpectralFlow

variable {E : ℝ → ℝ} {μ : ℝ}

/-- Close to a Fermi point `p` with nonzero velocity, the energy measured from the Fermi level
has the sign of velocity times `k - p`. -/
theorem band_near_fermi_point {p : ℝ} (hp : E p = μ) (hv : deriv E p ≠ 0) :
    ∃ ε > 0, ∀ k, k ≠ p → |k - p| < ε → 0 < deriv E p * (E k - μ) * (k - p) := by
  have hd : HasDerivAt E (deriv E p) p := (differentiableAt_of_deriv_ne_zero hv).hasDerivAt
  have ht := (hasDerivAt_iff_tendsto_slope.mp hd).const_mul (deriv E p)
  have hev := ht.eventually (lt_mem_nhds (mul_self_pos.mpr hv))
  rw [eventually_nhdsWithin_iff, Metric.eventually_nhds_iff] at hev
  obtain ⟨ε, hε, h⟩ := hev
  refine ⟨ε, hε, fun k hk hkε => ?_⟩
  have hdist : dist k p < ε := by rwa [Real.dist_eq]
  have h1 : 0 < deriv E p * slope E p k := h hdist hk
  rw [slope_def_field, hp] at h1
  have hne : k - p ≠ 0 := sub_ne_zero.mpr hk
  have h2 : deriv E p * (E k - μ) * (k - p)
      = deriv E p * ((E k - μ) / (k - p)) * (k - p) ^ 2 := by field_simp
  rw [h2]
  exact mul_pos h1 (by positivity)

/-- Two real numbers with positive product have the same sign. -/
theorem sign_eq_of_mul_pos {x y : ℝ} (h : 0 < x * y) : Real.sign x = Real.sign y := by
  rcases mul_pos_iff.mp h with ⟨hx, hy⟩ | ⟨hx, hy⟩
  · rw [Real.sign_of_pos hx, Real.sign_of_pos hy]
  · rw [Real.sign_of_neg hx, Real.sign_of_neg hy]

/-- A continuous band that does not meet the Fermi level on `[a, b]` lies on the same side of it
at both ends. -/
theorem same_side_of_no_crossing (hE : Continuous E) {a b : ℝ} (hab : a ≤ b)
    (h : ∀ k ∈ Icc a b, E k ≠ μ) : Real.sign (E a - μ) = Real.sign (E b - μ) := by
  apply sign_eq_of_mul_pos
  rcases lt_or_gt_of_ne (h a (left_mem_Icc.mpr hab)) with ha | ha <;>
    rcases lt_or_gt_of_ne (h b (right_mem_Icc.mpr hab)) with hb | hb
  · exact mul_pos_of_neg_of_neg (sub_neg.mpr ha) (sub_neg.mpr hb)
  · obtain ⟨k, hk, hkμ⟩ := intermediate_value_Icc hab hE.continuousOn ⟨ha.le, hb.le⟩
    exact absurd hkμ (h k hk)
  · obtain ⟨k, hk, hkμ⟩ := intermediate_value_Icc' hab hE.continuousOn ⟨hb.le, ha.le⟩
    exact absurd hkμ (h k hk)
  · exact mul_pos (sub_pos.mpr ha) (sub_pos.mpr hb)

/-- Spectral flow: let a continuous band have nonzero velocity at all its Fermi points, and let `Z`
be those between `a` and `b`, where `a < b` and both ends are off the Fermi level. Twice the sum of
the velocity signs over `Z` is the change of the sign of `E - μ` from `a` to `b`. -/
theorem spectral_flow (hE : Continuous E) (hv : ∀ k, E k = μ → deriv E k ≠ 0) {a : ℝ}
    (ha : E a ≠ μ) (Z : Finset ℝ) : ∀ b, a < b → E b ≠ μ →
    (∀ k, k ∈ Z ↔ k ∈ Ioo a b ∧ E k = μ) →
    2 * ∑ k ∈ Z, Real.sign (deriv E k) = Real.sign (E b - μ) - Real.sign (E a - μ) := by
  induction Z using Finset.induction_on_max with
  | h0 =>
    intro b hab hb hZ
    have h := same_side_of_no_crossing (μ := μ) hE hab.le (fun k hk hk0 => by
      have h1 : a ≠ k := fun e => ha (e ▸ hk0)
      have h2 : k ≠ b := fun e => hb (e ▸ hk0)
      exact absurd ((hZ k).2 ⟨⟨lt_of_le_of_ne hk.1 h1, lt_of_le_of_ne hk.2 h2⟩, hk0⟩)
        (Finset.notMem_empty k))
    rw [Finset.sum_empty, h]
    ring
  | step m s hm ih =>
    intro b hab hb hZ
    obtain ⟨⟨ham, hmb⟩, hm0⟩ := (hZ m).1 (Finset.mem_insert_self m s)
    obtain ⟨ε, hε, hloc⟩ := band_near_fermi_point hm0 (hv m hm0)
    obtain ⟨L, haL, hsL, hLm⟩ : ∃ L, a ≤ L ∧ (∀ x ∈ s, x ≤ L) ∧ L < m := by
      refine ⟨Finset.max' (insert a s) (Finset.insert_nonempty a s),
        Finset.le_max' _ _ (Finset.mem_insert_self a s),
        fun x hx => Finset.le_max' _ _ (Finset.mem_insert_of_mem hx), ?_⟩
      rw [Finset.max'_lt_iff]
      intro x hx
      rcases Finset.mem_insert.mp hx with h | h
      · rw [h]; exact ham
      · exact hm x h
    -- momenta `c` and `r` just left and right of the last crossing `m`
    obtain ⟨c, hc1, hcm⟩ := exists_between (max_lt hLm (sub_lt_self m hε))
    obtain ⟨hLc, hεc⟩ := max_lt_iff.mp hc1
    obtain ⟨r, hmr, hr2⟩ := exists_between (lt_min hmb (lt_add_of_pos_right m hε))
    obtain ⟨hrb, hεr⟩ := lt_min_iff.mp hr2
    have hc := hloc c hcm.ne (by rw [abs_lt]; constructor <;> linarith)
    have hr := hloc r hmr.ne' (by rw [abs_lt]; constructor <;> linarith)
    have hcμ : E c ≠ μ := by
      intro h
      simp [h] at hc
    have sc : Real.sign (deriv E m) = -Real.sign (E c - μ) := by
      rw [← Real.sign_neg]
      have h : 0 < deriv E m * -(E c - μ) * (m - c) := by linarith
      exact sign_eq_of_mul_pos ((mul_pos_iff_of_pos_right (sub_pos.mpr hcm)).mp h)
    have sr : Real.sign (deriv E m) = Real.sign (E r - μ) :=
      sign_eq_of_mul_pos ((mul_pos_iff_of_pos_right (sub_pos.mpr hmr)).mp hr)
    have sb := same_side_of_no_crossing (μ := μ) hE hrb.le (fun k hk hk0 => by
      have h2 : k ≠ b := fun e => hb (e ▸ hk0)
      have hmk : m < k := hmr.trans_le hk.1
      rcases Finset.mem_insert.mp
        ((hZ k).2 ⟨⟨ham.trans hmk, lt_of_le_of_ne hk.2 h2⟩, hk0⟩) with h | h
      · exact hmk.ne' h
      · exact lt_asymm hmk (hm k h))
    have hs := ih c (haL.trans_lt hLc) hcμ (fun k => by
      constructor
      · intro hk
        have h := (hZ k).1 (Finset.mem_insert_of_mem hk)
        exact ⟨⟨h.1.1, (hsL k hk).trans_lt hLc⟩, h.2⟩
      · rintro ⟨⟨h1, h2⟩, h3⟩
        have hkm : k < m := h2.trans hcm
        exact (Finset.mem_insert.mp ((hZ k).2 ⟨⟨h1, hkm.trans hmb⟩, h3⟩)).resolve_left hkm.ne)
    rw [Finset.sum_insert (fun h => lt_irrefl m (hm m h))]
    linarith

end SpectralFlow
```

The error:

```
Main.lean:56:2: error: Invalid alternative name `h0`: Expected `empty` or `insert`
Main.lean:65:2: error: Invalid alternative name `step`: Expected `empty` or `insert`
Main.lean:55:2: error: Alternative `empty` has not been provided
Main.lean:55:2: error: Alternative `insert` has not been provided
```

Cause. With `induction ... using`, the names after the bars must be those the induction principle gives its cases. For `Finset.induction_on_max` these are `empty` and `insert`, but the file writes `h0` and `step`. Lean therefore reports two invalid names and, since nothing is supplied under the expected ones, two missing alternatives. All four errors come from this mismatch, and renaming the two cases cures them.

The other changes play no part in curing these errors. The lack of messages about the steps they replace is no evidence for those steps, because Lean does not check the body of a case whose name it rejects. Read as mathematics, though, the old argument is sound, and the new one is a simplification. The old proof built a bound `L`, the maximum of `a` and the earlier crossings, and chose `c` above it. The new one only asks that `c` lie above `a` and close enough to the last crossing `m`. The new fact `hnear`, which takes the place of `hcμ`, says that the band does not meet μ from `c` up to but not including `m`, so the earlier crossings must lie left of `c`.

Lean accepts the file once it reads:

```diff
@@ -54,5 +54,5 @@
     2 * ∑ k ∈ Z, Real.sign (deriv E k) = Real.sign (E b - μ) - Real.sign (E a - μ) := by
   induction Z using Finset.induction_on_max with
-  | h0 =>
+  | empty =>
     intro b hab hb hZ
     have h := same_side_of_no_crossing (μ := μ) hE hab.le (fun k hk hk0 => by
@@ -63,27 +63,18 @@
     rw [Finset.sum_empty, h]
     ring
-  | step m s hm ih =>
+  | insert m s hm ih =>
     intro b hab hb hZ
     obtain ⟨⟨ham, hmb⟩, hm0⟩ := (hZ m).1 (Finset.mem_insert_self m s)
     obtain ⟨ε, hε, hloc⟩ := band_near_fermi_point hm0 (hv m hm0)
-    obtain ⟨L, haL, hsL, hLm⟩ : ∃ L, a ≤ L ∧ (∀ x ∈ s, x ≤ L) ∧ L < m := by
-      refine ⟨Finset.max' (insert a s) (Finset.insert_nonempty a s),
-        Finset.le_max' _ _ (Finset.mem_insert_self a s),
-        fun x hx => Finset.le_max' _ _ (Finset.mem_insert_of_mem hx), ?_⟩
-      rw [Finset.max'_lt_iff]
-      intro x hx
-      rcases Finset.mem_insert.mp hx with h | h
-      · rw [h]; exact ham
-      · exact hm x h
     -- momenta `c` and `r` just left and right of the last crossing `m`
-    obtain ⟨c, hc1, hcm⟩ := exists_between (max_lt hLm (sub_lt_self m hε))
-    obtain ⟨hLc, hεc⟩ := max_lt_iff.mp hc1
+    obtain ⟨c, hc1, hcm⟩ := exists_between (max_lt ham (sub_lt_self m hε))
+    obtain ⟨hac, hεc⟩ := max_lt_iff.mp hc1
     obtain ⟨r, hmr, hr2⟩ := exists_between (lt_min hmb (lt_add_of_pos_right m hε))
     obtain ⟨hrb, hεr⟩ := lt_min_iff.mp hr2
     have hc := hloc c hcm.ne (by rw [abs_lt]; constructor <;> linarith)
     have hr := hloc r hmr.ne' (by rw [abs_lt]; constructor <;> linarith)
-    have hcμ : E c ≠ μ := by
-      intro h
-      simp [h] at hc
+    have hnear : ∀ k, c ≤ k → k < m → E k ≠ μ := fun k h1 h2 h3 => by
+      have h := hloc k h2.ne (by rw [abs_lt]; constructor <;> linarith)
+      simp [h3] at h
     have sc : Real.sign (deriv E m) = -Real.sign (E c - μ) := by
       rw [← Real.sign_neg]
@@ -99,9 +90,9 @@
       · exact hmk.ne' h
       · exact lt_asymm hmk (hm k h))
-    have hs := ih c (haL.trans_lt hLc) hcμ (fun k => by
+    have hs := ih c hac (hnear c le_rfl hcm) (fun k => by
       constructor
       · intro hk
         have h := (hZ k).1 (Finset.mem_insert_of_mem hk)
-        exact ⟨⟨h.1.1, (hsL k hk).trans_lt hLc⟩, h.2⟩
+        exact ⟨⟨h.1.1, not_le.mp fun h1 => hnear k h1 (hm k hk) h.2⟩, h.2⟩
       · rintro ⟨⟨h1, h2⟩, h3⟩
         have hkm : k < m := h2.trans hcm
```
